# Triple-dipole limit for three identical, dipole-coupled Drude atoms

How much of the dispersion energy of three distant atoms is missing from the sum over pairs? Here each atom is an isotropic oscillator of frequency $w$ (usually $\omega$) and polarisability $\alpha$ (a volume), with $\hbar=1$. Atoms $i\ne j$ at distance $R_{ij}$, with unit vector $n$ between them, have the interaction energy $-\mu_i^{\mathsf T}T_{ij}\mu_j$, where $\mu_i$ is the dipole of atom $i$ and $T_{ij}=(3nn^{\mathsf T}-1)/R_{ij}^3$.

```lean
import Mathlib

open Matrix Filter Topology EuclideanGeometry

namespace TripleDipoleDrude

noncomputable section

/-- Points of physical space. -/
abbrev Point := EuclideanSpace ℝ (Fin 3)

variable {n ι : Type*} [Fintype n] [DecidableEq n] [Fintype ι] [DecidableEq ι]

/-- Zero-point energy (ħ = 1) of coupled oscillators with positive semidefinite mass-weighted
stiffness matrix `K`: half the sum of the normal-mode frequencies. -/
def zeroPointEnergy {K : Matrix n n ℝ} (hK : K.IsHermitian) : ℝ :=
  1 / 2 * ∑ i, √(hK.eigenvalues i)

/-- The dipole tensor `(3 n nᵀ - 1) / R³` for a separation `x ≠ 0`. -/
def dipoleTensor (x : Point) : Matrix (Fin 3) (Fin 3) ℝ :=
  Matrix.of fun a b => 3 * x a * x b / ‖x‖ ^ 5 - (if a = b then 1 else 0) / ‖x‖ ^ 3

/-- The dipole tensor between atoms `i` and `j` at distinct positions, zero for `i = j`. -/
def pairTensor (r : ι → Point) (i j : ι) : Matrix (Fin 3) (Fin 3) ℝ :=
  if i = j then 0 else dipoleTensor (r i - r j)

/-- The dipole coupling matrix of all atoms, at distinct positions `r`. -/
def dipoleMatrix (r : ι → Point) : Matrix (ι × Fin 3) (ι × Fin 3) ℝ :=
  Matrix.of fun p q => pairTensor r p.1 q.1 p.2 q.2
```

`dipoleMatrix` collects these blocks into $T$. The mass-weighted stiffness matrix is $w^2(1-X)$ with $X=\alpha T$; it is symmetric, so its eigenvalues, the squared mode frequencies, are real.

```lean
/-- The dipole tensor is even in the separation and symmetric. -/
theorem dipoleTensor_symm (x : Point) :
    dipoleTensor (-x) = dipoleTensor x ∧ (dipoleTensor x)ᵀ = dipoleTensor x := by
  constructor
  · ext a b
    simp only [dipoleTensor, Matrix.of_apply, norm_neg, PiLp.neg_apply]
    ring
  · ext a b
    by_cases h : a = b
    · subst h; rfl
    · simp only [dipoleTensor, Matrix.transpose_apply, Matrix.of_apply, if_neg h,
        if_neg (Ne.symm h)]
      ring

omit [Fintype ι] in
/-- The stiffness matrix `w² (1 - α T)` of dipole-coupled Drude atoms is Hermitian. -/
theorem stiffness_isHermitian (α w : ℝ) (r : ι → Point) :
    (w ^ 2 • (1 - α • dipoleMatrix r)).IsHermitian := by
  have hT : (dipoleMatrix r)ᵀ = dipoleMatrix r := by
    ext ⟨i, a⟩ ⟨j, b⟩
    simp only [Matrix.transpose_apply, dipoleMatrix, Matrix.of_apply, pairTensor]
    by_cases h : i = j
    · simp [h]
    · rw [if_neg (Ne.symm h), if_neg h, ← neg_sub (r i) (r j), (dipoleTensor_symm _).1]
      exact congrFun (congrFun (dipoleTensor_symm (r i - r j)).2 a) b
  unfold Matrix.IsHermitian
  rw [Matrix.conjTranspose_eq_transpose_of_trivial, Matrix.transpose_smul,
    Matrix.transpose_sub, Matrix.transpose_one, Matrix.transpose_smul, hT]
```

`couplingEnergy` subtracts $3w/2$ per atom from the zero-point energy; `threeBodyEnergy` is the trimer's coupling energy minus those of its three dimers.

```lean
/-- Zero-point energy of Drude atoms (polarisability `α`, frequency `w ≥ 0`) at distinct positions,
with positive semidefinite stiffness, minus that of the uncoupled atoms. -/
def couplingEnergy (α w : ℝ) (r : ι → Point) : ℝ :=
  zeroPointEnergy (stiffness_isHermitian α w r) - Fintype.card ι * (3 * w / 2)

/-- Coupling energy of the trimer minus those of its three dimers. -/
def threeBodyEnergy (α w : ℝ) (r : Fin 3 → Point) : ℝ :=
  couplingEnergy α w r - couplingEnergy α w (r ∘ ![0, 1])
    - couplingEnergy α w (r ∘ ![1, 2]) - couplingEnergy α w (r ∘ ![2, 0])
```

The model takes atoms to be harmonic point dipoles with instantaneous coupling; the step from real atoms to this model is assumed.

## Positive frequency

If $x_i$ are the eigenvalues of $X$, the mode frequencies are $w\sqrt{1-x_i}$, and
$$\sqrt{1-x}=1-\tfrac x2-\tfrac{x^2}8-\tfrac{x^3}{16}+O(x^4).$$
`sqrt_expansion` bounds the error by substituting $y=\sqrt{1-x}$ and factoring. `mode_shifts` diagonalises the stiffness matrix and divides by $w^2$, giving $\operatorname{tr}X^k=\sum_i x_i^k$.

```lean
/-- For `x ≤ 1`, the third-order expansion of `√(1 - x)` errs by at most `5 x⁴ / 16`. -/
theorem sqrt_expansion {x : ℝ} (hx : x ≤ 1) :
    |√(1 - x) - (1 - x / 2 - x ^ 2 / 8 - x ^ 3 / 16)| ≤ 5 / 16 * x ^ 4 := by
  obtain ⟨y, hy, rfl⟩ : ∃ y : ℝ, 0 ≤ y ∧ x = 1 - y ^ 2 :=
    ⟨√(1 - x), Real.sqrt_nonneg _, by rw [Real.sq_sqrt (by linarith)]; ring⟩
  rw [sub_sub_cancel, Real.sqrt_sq hy]
  have e : y - (1 - (1 - y ^ 2) / 2 - (1 - y ^ 2) ^ 2 / 8 - (1 - y ^ 2) ^ 3 / 16)
      = -((1 - y) ^ 4 * (y ^ 2 + 4 * y + 5) / 16) := by ring
  rw [e, abs_neg, abs_of_nonneg (by positivity)]
  have h : 0 ≤ (1 - y) ^ 4 * (16 * y + 29 * y ^ 2 + 20 * y ^ 3 + 5 * y ^ 4) := by positivity
  linarith

/-- For `w ≠ 0` and symmetric `X` the squared mode frequencies of `w² (1 - X)` are `w² (1 - xᵢ)`,
where the power sums of the shifts `xᵢ` are the traces of the powers of `X`. -/
theorem mode_shifts {X : Matrix n n ℝ} {w : ℝ} (hw : w ≠ 0)
    (hK : (w ^ 2 • (1 - X)).IsHermitian) :
    ∃ x : n → ℝ, (∀ i, hK.eigenvalues i = w ^ 2 * (1 - x i)) ∧
      ∀ k : ℕ, (X ^ k).trace = ∑ i, x i ^ k := by
  obtain ⟨U, V, hVU, hUV, h⟩ : ∃ U V : Matrix n n ℝ, V * U = 1 ∧ U * V = 1 ∧
      w ^ 2 • (1 - X) = U * diagonal hK.eigenvalues * V := by
    refine ⟨hK.eigenvectorUnitary, star (hK.eigenvectorUnitary : Matrix n n ℝ),
      Matrix.mem_unitaryGroup_iff'.mp hK.eigenvectorUnitary.2,
      Matrix.mem_unitaryGroup_iff.mp hK.eigenvectorUnitary.2, ?_⟩
    have h := hK.spectral_theorem
    rw [Unitary.conjStarAlgAut_apply] at h
    exact h
  let x : n → ℝ := fun i => 1 - (w ^ 2)⁻¹ * hK.eigenvalues i
  have hd : diagonal x = 1 - (w ^ 2)⁻¹ • diagonal hK.eigenvalues := by
    ext i j
    by_cases hij : i = j
    · subst hij; simp [x]
    · simp [hij]
  have hX : X = U * diagonal x * V := by
    rw [hd, mul_sub, sub_mul, mul_one, hUV, Matrix.mul_smul, Matrix.smul_mul, ← h, smul_smul,
      inv_mul_cancel₀ (pow_ne_zero 2 hw), one_smul, sub_sub_cancel]
  have hp (k : ℕ) : X ^ k = U * diagonal x ^ k * V := by
    induction k with
    | zero => simp [hUV]
    | succ k ih =>
      calc X ^ (k + 1) = (U * diagonal x ^ k * V) * (U * diagonal x * V) := by
            rw [pow_succ, ih, ← hX]
        _ = U * diagonal x ^ k * (V * U) * diagonal x * V := by simp only [mul_assoc]
        _ = U * diagonal x ^ (k + 1) * V := by
            rw [hVU, mul_one, pow_succ]; simp only [mul_assoc]
  refine ⟨x, fun i => by simp only [x]; field_simp; ring, fun k => ?_⟩
  rw [hp, Matrix.trace_mul_comm, ← mul_assoc, hVU, one_mul]
  simp [Matrix.diagonal_pow, Matrix.trace_diagonal]
```

The proof also needs $w>0$ for $\sqrt{w^2}=w$. For $w<0$ the modes are unchanged but the subtracted $3w/2$ has the wrong sign, and the triple-dipole limit below fails. At $w=0$ it holds trivially, since both sides are zero.

## Weak coupling, supplied by large separation

The condition $\operatorname{tr}X^2\le1$ forces $|x_i|\le1$, so no squared frequency is negative. Without it a squared frequency may be negative; Lean's square root then returns 0, which is no physical energy. Summing over modes gives an error of at most $\tfrac{5w}{32}(\operatorname{tr}X^2)^2$.

```lean
/-- Zero-point energy to third order in the coupling `X`, with an explicit error bound, for
stiffness `w² (1 - X)` with `X` symmetric, `w > 0` and `tr X² ≤ 1`. -/
theorem zeroPointEnergy_expansion {X : Matrix n n ℝ} {w : ℝ} (hw : 0 < w)
    (hK : (w ^ 2 • (1 - X)).IsHermitian) (hX : (X ^ 2).trace ≤ 1) :
    |zeroPointEnergy hK - w / 2 * (Fintype.card n - X.trace / 2 - (X ^ 2).trace / 8
      - (X ^ 3).trace / 16)| ≤ 5 * w / 32 * (X ^ 2).trace ^ 2 := by
  obtain ⟨x, hx, ht⟩ := mode_shifts hw.ne' hK
  have h1 (i : n) : x i ^ 2 ≤ (X ^ 2).trace := by
    rw [ht 2]
    exact Finset.single_le_sum (f := fun i => x i ^ 2) (fun i _ => sq_nonneg _)
      (Finset.mem_univ i)
  have hs (i : n) : √(hK.eigenvalues i) = w * √(1 - x i) := by
    rw [hx, Real.sqrt_mul (sq_nonneg w), Real.sqrt_sq hw.le]
  have t1 : X.trace = ∑ i, x i := by simpa using ht 1
  have e : zeroPointEnergy hK - w / 2 * (Fintype.card n - X.trace / 2 - (X ^ 2).trace / 8
      - (X ^ 3).trace / 16)
      = w / 2 * ∑ i, (√(1 - x i) - (1 - x i / 2 - x i ^ 2 / 8 - x i ^ 3 / 16)) := by
    rw [zeroPointEnergy, t1, ht 2, ht 3]
    simp only [hs, Finset.sum_sub_distrib, ← Finset.mul_sum, ← Finset.sum_div,
      Finset.sum_const, Finset.card_univ, nsmul_eq_mul, mul_one]
    ring
  have hb : |∑ i, (√(1 - x i) - (1 - x i / 2 - x i ^ 2 / 8 - x i ^ 3 / 16))|
      ≤ ∑ i, 5 / 16 * (x i ^ 2 * (X ^ 2).trace) := by
    refine (Finset.abs_sum_le_sum_abs _ _).trans (Finset.sum_le_sum fun i _ => ?_)
    refine (sqrt_expansion (by nlinarith [h1 i])).trans ?_
    nlinarith [mul_le_mul_of_nonneg_left (h1 i) (sq_nonneg (x i))]
  rw [← Finset.mul_sum, ← Finset.sum_mul, ← ht 2] at hb
  rw [e, abs_mul, abs_of_pos (by positivity)]
  nlinarith [mul_le_mul_of_nonneg_left hb (by positivity : 0 ≤ w / 2)]
```

Scaling positions by $s$ multiplies $T$ by $s^{-3}$, so the condition holds for large $s$, for any real $\alpha$. Since $\operatorname{tr}T=0$, the coupling energy is
$$-\frac{w\alpha^2}{16s^6}\operatorname{tr}T^2-\frac{w\alpha^3}{32s^9}\operatorname{tr}T^3+O(s^{-12}).$$

```lean
omit [Fintype ι] in
/-- Scaling all positions by `s > 0` scales the dipole coupling by `s⁻³`. -/
theorem dipoleMatrix_smul {s : ℝ} (hs : 0 < s) (r : ι → Point) :
    dipoleMatrix (s • r) = (s ^ 3)⁻¹ • dipoleMatrix r := by
  have ht (x : Point) : dipoleTensor (s • x) = (s ^ 3)⁻¹ • dipoleTensor x := by
    ext a b
    by_cases hx : x = 0
    · simp [hx, dipoleTensor]
    · have hn : ‖x‖ ≠ 0 := norm_ne_zero_iff.mpr hx
      simp only [dipoleTensor, Matrix.of_apply, Matrix.smul_apply, norm_smul,
        Real.norm_eq_abs, abs_of_pos hs, PiLp.smul_apply, smul_eq_mul]
      field_simp
  have h (i j : ι) : pairTensor (s • r) i j = (s ^ 3)⁻¹ • pairTensor r i j := by
    by_cases hij : i = j
    · simp [pairTensor, hij]
    · simp only [pairTensor, if_neg hij, Pi.smul_apply, ← smul_sub, ht]
  ext p q
  simp only [dipoleMatrix, Matrix.of_apply, Matrix.smul_apply, h]

/-- For `w > 0` and any number of atoms at positions scaled by `s`, the coupling energy beyond its
second-order part, times `s⁹`, tends to `-(w α³ / 32) tr T³` as `s → ∞`. -/
theorem couplingEnergy_limit (α : ℝ) {w : ℝ} (hw : 0 < w) (r : ι → Point) :
    Tendsto (fun s : ℝ => s ^ 9 * (couplingEnergy α w (s • r)
      + w * α ^ 2 / 16 * (dipoleMatrix r ^ 2).trace / s ^ 6)) atTop
      (𝓝 (-(w * α ^ 3 / 32) * (dipoleMatrix r ^ 3).trace)) := by
  rw [tendsto_iff_norm_sub_tendsto_zero]
  refine squeeze_zero' (Eventually.of_forall fun s => norm_nonneg _) ?_
    ((tendsto_const_nhds (x := 5 * w / 32 * (α ^ 2 * (dipoleMatrix r ^ 2).trace) ^ 2)).div_atTop
      (tendsto_pow_atTop (n := 3) (by norm_num)))
  filter_upwards [eventually_ge_atTop 1,
    eventually_ge_atTop (α ^ 2 * (dipoleMatrix r ^ 2).trace)] with s h1 h2
  have hs : 0 < s := by linarith
  have hX (k : ℕ) : ((α • dipoleMatrix (s • r)) ^ k).trace
      = (α * (s ^ 3)⁻¹) ^ k * (dipoleMatrix r ^ k).trace := by
    rw [dipoleMatrix_smul hs, smul_smul, smul_pow, Matrix.trace_smul, smul_eq_mul]
  have h0 : (α • dipoleMatrix (s • r)).trace = 0 := by
    simp [Matrix.trace, dipoleMatrix, pairTensor]
  -- at large separation the coupling is weak enough for the expansion
  have hle : ((α • dipoleMatrix (s • r)) ^ 2).trace ≤ 1 := by
    have e : (α * (s ^ 3)⁻¹) ^ 2 * (dipoleMatrix r ^ 2).trace
        = α ^ 2 * (dipoleMatrix r ^ 2).trace / s ^ 6 := by field_simp
    rw [hX, e, div_le_one (by positivity)]
    exact h2.trans (le_self_pow₀ h1 (by norm_num))
  have b := zeroPointEnergy_expansion hw (stiffness_isHermitian α w (s • r)) hle
  rw [hX 2, hX 3, h0, Fintype.card_prod, Fintype.card_fin] at b
  push_cast at b
  have b' := mul_le_mul_of_nonneg_left b (by positivity : 0 ≤ s ^ 9)
  rw [← abs_of_pos (by positivity : 0 < s ^ 9), ← abs_mul,
    abs_of_pos (by positivity : 0 < s ^ 9)] at b'
  rw [Real.norm_eq_abs]
  refine (le_of_eq ?_).trans (b'.trans (le_of_eq ?_))
  · congr 1
    unfold couplingEnergy
    field_simp
    ring
  · field_simp
```

## Three atoms, one triangle

Traces are sums over closed paths. $\operatorname{tr}T^2$ is a sum over pairs and cancels against the dimers. Dimers have no closed path of three steps; the trimer has six, equal by cyclicity and transposition. Hence
$$s^9E_3\to-\tfrac{3}{16}w\alpha^3\operatorname{tr}(T_{01}T_{12}T_{20}),$$
where $E_3$ is the three-body energy.

```lean
/-- Traces of the squared and cubed coupling matrix as sums over closed paths of atoms. -/
theorem trace_paths (r : ι → Point) :
    (dipoleMatrix r ^ 2).trace = ∑ i, (∑ j, pairTensor r i j * pairTensor r j i).trace ∧
    (dipoleMatrix r ^ 3).trace = ∑ i, (∑ k, (∑ j, pairTensor r i j * pairTensor r j k)
      * pairTensor r k i).trace := by
  constructor
  · rw [pow_two]
    simp only [Matrix.trace, Matrix.diag_apply, Matrix.mul_apply, Matrix.sum_apply,
      Fintype.sum_prod_type, dipoleMatrix, Matrix.of_apply]
  · rw [pow_succ, pow_two]
    simp only [Matrix.trace, Matrix.diag_apply, Matrix.mul_apply, Matrix.sum_apply,
      Fintype.sum_prod_type, dipoleMatrix, Matrix.of_apply]

/-- For `w > 0` and positions scaled by `s`, the three-body energy times `s⁹` tends to
`-(3/16) w α³ tr (T01 T12 T20)` as `s → ∞`, with `Tij` the unscaled dipole tensors. -/
theorem threeBodyEnergy_limit (α : ℝ) {w : ℝ} (hw : 0 < w) (r : Fin 3 → Point) :
    Tendsto (fun s : ℝ => s ^ 9 * threeBodyEnergy α w (s • r)) atTop
      (𝓝 (-(3 / 16) * w * α ^ 3 * (dipoleTensor (r 0 - r 1) * dipoleTensor (r 1 - r 2)
        * dipoleTensor (r 2 - r 0)).trace)) := by
  have hc (x y : Point) : dipoleTensor (x - y) = dipoleTensor (y - x) := by
    rw [← neg_sub, (dipoleTensor_symm _).1]
  have hrev (x y z : Point) : (dipoleTensor x * dipoleTensor y * dipoleTensor z).trace
      = (dipoleTensor z * dipoleTensor y * dipoleTensor x).trace := by
    rw [← Matrix.trace_transpose, Matrix.transpose_mul, Matrix.transpose_mul,
      (dipoleTensor_symm x).2, (dipoleTensor_symm y).2, (dipoleTensor_symm z).2, mul_assoc]
  -- second order is pairwise additive, and a dimer has no third order
  have h2 : (dipoleMatrix r ^ 2).trace = (dipoleMatrix (r ∘ ![0, 1]) ^ 2).trace
      + (dipoleMatrix (r ∘ ![1, 2]) ^ 2).trace + (dipoleMatrix (r ∘ ![2, 0]) ^ 2).trace := by
    simp only [(trace_paths _).1]
    simp [Fin.sum_univ_three, Fin.sum_univ_two, pairTensor, Matrix.trace_add]
    simp only [hc (r 1) (r 0), hc (r 2) (r 1), hc (r 0) (r 2)]
    ring
  have hd (q : Fin 2 → Point) : (dipoleMatrix q ^ 3).trace = 0 := by
    rw [(trace_paths q).2]
    simp [Fin.sum_univ_two, pairTensor]
  have h3 : (dipoleMatrix r ^ 3).trace = 6 * (dipoleTensor (r 0 - r 1)
      * dipoleTensor (r 1 - r 2) * dipoleTensor (r 2 - r 0)).trace := by
    rw [(trace_paths r).2]
    simp [Fin.sum_univ_three, pairTensor, Matrix.trace_add]
    simp only [hc (r 1) (r 0), hc (r 2) (r 1), hc (r 0) (r 2)]
    set u := r 0 - r 1
    set v := r 1 - r 2
    set z := r 2 - r 0
    linarith [hrev u v z, hrev v z u, hrev z u v,
      Matrix.trace_mul_cycle (dipoleTensor u) (dipoleTensor v) (dipoleTensor z),
      Matrix.trace_mul_cycle (dipoleTensor v) (dipoleTensor z) (dipoleTensor u)]
  have h := (((couplingEnergy_limit α hw r).sub (couplingEnergy_limit α hw (r ∘ ![0, 1]))).sub
    (couplingEnergy_limit α hw (r ∘ ![1, 2]))).sub (couplingEnergy_limit α hw (r ∘ ![2, 0]))
  rw [hd, hd, hd, h3] at h
  have hf (s : ℝ) (f : Fin 2 → Fin 3) : (s • r) ∘ f = s • (r ∘ f) := rfl
  convert h using 2
  · simp only [h2, threeBodyEnergy, hf]
    ring
  · ring
```

## Distinct positions

Let $A,B,C$ be the angles at atoms 0, 1, 2. The unit vectors along $r_0-r_1$, $r_1-r_2$, $r_2-r_0$ have scalar products $-\cos B,-\cos C,-\cos A$. With $P=\cos A\cos B\cos C$, multiplying out (`key`) gives
$$(R_{01}R_{12}R_{20})^3\operatorname{tr}(T_{01}T_{12}T_{20})=-27P-9(\cos^2A+\cos^2B+\cos^2C)+6.$$
Each side is the sum of the projections of the other two (`row`), for example $R_{01}=R_{12}\cos B+R_{20}\cos A$. These three linear equations have a nonzero solution, so their determinant vanishes:
$$\cos^2A+\cos^2B+\cos^2C=1-2P.$$
The right-hand side above becomes $-3(1+3P)$, and therefore
$$s^9(R_{01}R_{12}R_{20})^3E_3\to\tfrac9{16}\alpha^3w(1+3P).$$

Lean obtains the determinant identity (`hD`) by combining the three equations and cancelling $R_{01}\neq0$. Collinear atoms are allowed. If two atoms coincide, the left side is zero, while Lean's convention of a right angle at a zero vector makes the right side $\tfrac9{16}\alpha^3w$, so the statement fails for $\alpha\ne0$.

```lean
/-- Triple-dipole limit: for `w > 0` and three pairwise distinct positions scaled by `s`, the
three-body energy times `s⁹ (R01 R12 R20)³` tends to `(9/16) α³ w (1 + 3 cosA cosB cosC)` as
`s → ∞`, with `Rij` the unscaled distances and `A`, `B`, `C` the angles at atoms 0, 1, 2. -/
theorem triple_dipole_limit (α : ℝ) {w : ℝ} (hw : 0 < w) {r : Fin 3 → Point}
    (h01 : r 0 ≠ r 1) (h12 : r 1 ≠ r 2) (h20 : r 2 ≠ r 0) :
    Tendsto (fun s : ℝ => s ^ 9 * (dist (r 0) (r 1) * dist (r 1) (r 2) * dist (r 2) (r 0)) ^ 3
      * threeBodyEnergy α w (s • r)) atTop
      (𝓝 (9 / 16 * α ^ 3 * w * (1 + 3 * Real.cos (∠ (r 2) (r 0) (r 1))
        * Real.cos (∠ (r 0) (r 1) (r 2)) * Real.cos (∠ (r 1) (r 2) (r 0))))) := by
  have key (x y z : Point) : (dipoleTensor x * dipoleTensor y * dipoleTensor z).trace
      = 27 * inner ℝ x y * inner ℝ y z * inner ℝ z x / (‖x‖ ^ 5 * ‖y‖ ^ 5 * ‖z‖ ^ 5)
      - 9 * (inner ℝ x y ^ 2 / (‖x‖ ^ 5 * ‖y‖ ^ 5 * ‖z‖ ^ 3)
        + inner ℝ y z ^ 2 / (‖x‖ ^ 3 * ‖y‖ ^ 5 * ‖z‖ ^ 5)
        + inner ℝ z x ^ 2 / (‖x‖ ^ 5 * ‖y‖ ^ 3 * ‖z‖ ^ 5))
      + 3 * (inner ℝ x x / (‖x‖ ^ 5 * ‖y‖ ^ 3 * ‖z‖ ^ 3)
        + inner ℝ y y / (‖x‖ ^ 3 * ‖y‖ ^ 5 * ‖z‖ ^ 3)
        + inner ℝ z z / (‖x‖ ^ 3 * ‖y‖ ^ 3 * ‖z‖ ^ 5))
      - 3 / (‖x‖ ^ 3 * ‖y‖ ^ 3 * ‖z‖ ^ 3) := by
    have hi (p q : Point) : inner ℝ p q = p 0 * q 0 + p 1 * q 1 + p 2 * q 2 := by
      simp [PiLp.inner_apply, Fin.sum_univ_three, mul_comm]
    simp only [hi]
    simp [dipoleTensor, Matrix.trace, Matrix.mul_apply, Fin.sum_univ_three]
    ring
  have hc (p q t : Point) :
      inner ℝ (p - q) (q - t) = -(‖p - q‖ * ‖q - t‖ * Real.cos (∠ p q t)) := by
    have h := InnerProductGeometry.cos_angle_mul_norm_mul_norm (p - q) (-(q - t))
    rw [norm_neg, inner_neg_right] at h
    rw [EuclideanGeometry.angle, vsub_eq_sub, vsub_eq_sub, ← neg_sub q t]
    linear_combination h
  -- projection formula: a side is the sum of the projections of the other two
  have row (p q t : Point) (hpq : p ≠ q) :
      ‖p - q‖ = ‖q - t‖ * Real.cos (∠ p q t) + ‖t - p‖ * Real.cos (∠ t p q) := by
    have h0 : inner ℝ (p - q) (p - q) + inner ℝ (p - q) (q - t)
        + inner ℝ (t - p) (p - q) = 0 := by
      have e : p - q + (q - t) + (t - p) = 0 := by abel
      rw [real_inner_comm (p - q) (t - p), ← inner_add_right, ← inner_add_right, e,
        inner_zero_right]
    rw [real_inner_self_eq_norm_sq, hc p q t, hc t p q] at h0
    apply mul_left_cancel₀ (norm_ne_zero_iff.mpr (sub_ne_zero.mpr hpq))
    linear_combination h0
  have ea := row _ _ (r 2) h01
  have eb := row _ _ (r 0) h12
  have ec := row _ _ (r 1) h20
  have ha : ‖r 0 - r 1‖ ≠ 0 := norm_ne_zero_iff.mpr (sub_ne_zero.mpr h01)
  have hb : ‖r 1 - r 2‖ ≠ 0 := norm_ne_zero_iff.mpr (sub_ne_zero.mpr h12)
  have hz : ‖r 2 - r 0‖ ≠ 0 := norm_ne_zero_iff.mpr (sub_ne_zero.mpr h20)
  have h := (threeBodyEnergy_limit α hw r).const_mul
    ((‖r 0 - r 1‖ * ‖r 1 - r 2‖ * ‖r 2 - r 0‖) ^ 3)
  rw [key, hc (r 0) (r 1) (r 2), hc (r 1) (r 2) (r 0), hc (r 2) (r 0) (r 1)] at h
  simp only [real_inner_self_eq_norm_sq] at h
  simp only [dist_eq_norm]
  generalize Real.cos (∠ (r 2) (r 0) (r 1)) = A at *
  generalize Real.cos (∠ (r 0) (r 1) (r 2)) = B at *
  generalize Real.cos (∠ (r 1) (r 2) (r 0)) = C at *
  generalize ‖r 0 - r 1‖ = a at *
  generalize ‖r 1 - r 2‖ = b at *
  generalize ‖r 2 - r 0‖ = c at *
  have hD : -1 + 2 * A * B * C + A ^ 2 + B ^ 2 + C ^ 2 = 0 := by
    apply mul_left_cancel₀ ha
    linear_combination -(1 - C ^ 2) * ea - (B + A * C) * eb - (B * C + A) * ec
  convert h using 2
  · ring
  · trans -(3 / 16) * w * α ^ 3 * (-27 * A * B * C - 9 * (A ^ 2 + B ^ 2 + C ^ 2) + 6)
    · linear_combination (-(27 / 16) * w * α ^ 3) * hD
    · field_simp
      ring

end

end TripleDipoleDrude
```

The angular factor is that of the Axilrod–Teller potential, used in electronic structure to correct pairwise dispersion sums; the coefficient here belongs to identical single-frequency oscillators, whereas for real atoms it depends on the full dynamic polarisabilities.

```lean
#print axioms TripleDipoleDrude.triple_dipole_limit
-- 'TripleDipoleDrude.triple_dipole_limit' depends on axioms: [propext, Classical.choice, Quot.sound]
```
